# The Donnan potential exists and is unique for every fixed charge exactly when an ideal bath holds both cations and anions

## Ideal ions and a bath that does not run out

The bath is taken to be so large that its concentrations stay fixed, and the ions to be ideal, so that each species enters a charged gel or membrane with its Boltzmann factor. Species i has bath concentration c_i > 0, counted as ions per volume, and real valence z_i. The potential φ inside the gel is measured from the bath in units of the thermal voltage k_BT/e (Boltzmann constant k_B, temperature T, elementary charge e), and the fixed charge density ρ in elementary charges per volume. The mobile ions then carry the charge density

M(φ) = Σ_i c_i z_i exp(−z_i φ),

and a Donnan potential is a solution of the neutrality equation

ρ + M(φ) = 0.

## What is claimed

In Lean, the species form a finite type `ι`, M is `mobileCharge c z`, and the neutrality equation is the predicate `IsDonnanPotential ρ c z φ`. The theorem `existsUnique_donnanPotential` says that if all c_i are positive, some z_i is positive and some z_i is negative, then every real ρ has exactly one φ. `existsUnique_donnanPotential_iff` adds the converse. Neither theorem requires the bath to be neutral.

The model has no ion size, activity coefficients or spatial variation, and ρ does not respond to φ as it would for titratable groups.

## Raising the potential lowers the mobile charge

Let φ < ψ. If z > 0, then exp(−zψ) < exp(−zφ), and multiplying by z keeps the order. If z < 0, the exponentials are ordered the other way, and multiplying by z reverses them. In both cases

z exp(−zψ) < z exp(−zφ).

An uncharged species contributes zero. Summing with the weights c_i > 0 shows that M is strictly decreasing once any species is charged, so there is at most one solution.

## Anions and cations make every level reachable

Let n be an anion species and φ ≥ 0. No species' charge rises between 0 and φ, so M falls by at least as much as the charge of n does. Since exp(−z_n φ) ≥ 1 − z_n φ and c_n z_n < 0,

c_n z_n exp(−z_n φ) ≤ c_n z_n − c_n z_n² φ,

and therefore

M(φ) ≤ M(0) − c_n z_n² φ.

For any level t, the choice φ = |M(0) − t| / (c_n z_n²) gives M(φ) ≤ t.

Reversing all valences turns M(φ) into −M(−φ) and cations into anions. A cation species therefore lifts M to any level or above. M is continuous, so it takes the value −ρ by the intermediate value theorem.

Conversely, without cations M ≤ 0, and ρ = −1 cannot be balanced. Without anions M ≥ 0, and ρ = 1 cannot be balanced. For example, at ρ = 1 a single cation species with c = z = 1 would need 1 + exp(−φ) = 0. Such a bath is not electrically neutral and serves only as a mathematical test case. In a neutral bath one charged species implies another of opposite sign, so there the condition fails only if no species is charged.

## Order, sign and the symmetric salt

Let the bath contain a charged species, so that M is strictly decreasing. Since ρ = −M(φ), of two fixed charge densities that have a Donnan potential, the larger one, sign included, has the larger potential. If this bath is also neutral, φ = 0 belongs to ρ = 0, so φ > 0 exactly when ρ > 0. For a z:z salt of concentration c, with z > 0,

M(φ) = cz [exp(−zφ) − exp(zφ)] = −2cz sinh(zφ),

so φ = arsinh(ρ/(2cz))/z.

## Bracketing the root in a program

For a general ion mixture the equation is solved numerically. With p a cation species, the linear bound gives a bracket for bisection:

−|M(0) + ρ| / (c_p z_p²) ≤ φ ≤ |M(0) + ρ| / (c_n z_n²).

If the fixed charge fills a periodic cell uniformly and the ideal ions exchange with the bath, this root is also the constant solution of the Poisson–Boltzmann equation in that cell.

## The Lean file

```lean
import Mathlib

open Finset

namespace DonnanPotential

noncomputable section

variable {ι : Type*} [Fintype ι]

/-- Charge density of the mobile ions at potential `φ` (in units of the thermal voltage), for
bath concentrations `c` and valences `z`, each species following its Boltzmann factor. -/
def mobileCharge (c z : ι → ℝ) (φ : ℝ) : ℝ :=
  ∑ i, c i * (z i * Real.exp (-z i * φ))

/-- `φ` is a Donnan potential for the fixed charge density `ρ` if fixed and mobile charge
add up to zero. -/
def IsDonnanPotential (ρ : ℝ) (c z : ι → ℝ) (φ : ℝ) : Prop :=
  ρ + mobileCharge c z φ = 0

/-- The Boltzmann-weighted charge of a single charged species strictly decreases when the
potential is raised, whatever the sign of its valence. -/
theorem ion_charge_lt {z φ ψ : ℝ} (hz : z ≠ 0) (h : φ < ψ) :
    z * Real.exp (-z * ψ) < z * Real.exp (-z * φ) := by
  rcases lt_or_gt_of_ne hz with hn | hp
  · -- anions accumulate
    have h1 : Real.exp (-z * φ) < Real.exp (-z * ψ) :=
      Real.exp_lt_exp.mpr (by nlinarith [mul_pos (neg_pos.2 hn) (sub_pos.2 h)])
    nlinarith [mul_pos (neg_pos.2 hn) (sub_pos.2 h1)]
  · -- cations are expelled
    have h1 : Real.exp (-z * ψ) < Real.exp (-z * φ) :=
      Real.exp_lt_exp.mpr (by nlinarith [mul_pos hp (sub_pos.2 h)])
    nlinarith [mul_pos hp (sub_pos.2 h1)]

/-- The Boltzmann-weighted charge of any species, charged or not, never increases with the
potential. -/
theorem ion_charge_le (z : ℝ) {φ ψ : ℝ} (h : φ ≤ ψ) :
    z * Real.exp (-z * ψ) ≤ z * Real.exp (-z * φ) := by
  rcases eq_or_lt_of_le h with rfl | h
  · exact le_rfl
  · by_cases hz : z = 0
    · simp [hz]
    · exact (ion_charge_lt hz h).le

/-- If at least one species is charged, the mobile charge density is a strictly decreasing
function of the potential. -/
theorem mobileCharge_strictAnti {c z : ι → ℝ} (hc : ∀ i, 0 < c i) (hz : ∃ i, z i ≠ 0) :
    StrictAnti (mobileCharge c z) := by
  obtain ⟨k, hk⟩ := hz
  intro φ ψ h
  unfold mobileCharge
  apply Finset.sum_lt_sum
  · intro i _
    exact mul_le_mul_of_nonneg_left (ion_charge_le (z i) h.le) (hc i).le
  · exact ⟨k, Finset.mem_univ k, mul_lt_mul_of_pos_left (ion_charge_lt hk h) (hc k)⟩

/-- With an anion species present, a suitable potential brings the mobile charge density down
to any prescribed level or below. -/
theorem exists_mobileCharge_le {c z : ι → ℝ} (hc : ∀ i, 0 < c i) (hneg : ∃ i, z i < 0)
    (t : ℝ) : ∃ φ, mobileCharge c z φ ≤ t := by
  obtain ⟨n, hn⟩ := hneg
  have hk : 0 < c n * z n ^ 2 := mul_pos (hc n) (pow_pos_of_neg_sq hn)
  -- the anions alone make the charge fall at least linearly
  have key : ∀ φ : ℝ, 0 ≤ φ →
      mobileCharge c z φ ≤ mobileCharge c z 0 - c n * z n ^ 2 * φ := by
    intro φ hφ
    have h1 : c n * (z n * Real.exp (-z n * 0)) - c n * (z n * Real.exp (-z n * φ)) ≤
        ∑ i, (c i * (z i * Real.exp (-z i * 0)) - c i * (z i * Real.exp (-z i * φ))) :=
      Finset.single_le_sum
        (f := fun i => c i * (z i * Real.exp (-z i * 0)) - c i * (z i * Real.exp (-z i * φ)))
        (fun i _ => sub_nonneg.2
          (mul_le_mul_of_nonneg_left (ion_charge_le (z i) hφ) (hc i).le))
        (Finset.mem_univ n)
    rw [Finset.sum_sub_distrib] at h1
    have h2 : c n * (z n * Real.exp (-z n * φ)) ≤ c n * (z n * (-z n * φ + 1)) :=
      mul_le_mul_of_nonneg_left
        (mul_le_mul_of_nonpos_left (Real.add_one_le_exp (-z n * φ)) hn.le) (hc n).le
    have h3 : c n * (z n * Real.exp (-z n * 0)) = c n * z n := by simp
    rw [h3] at h1
    unfold mobileCharge
    linarith
  refine ⟨|mobileCharge c z 0 - t| / (c n * z n ^ 2), ?_⟩
  have h4 := key (|mobileCharge c z 0 - t| / (c n * z n ^ 2)) (by positivity)
  have h5 : c n * z n ^ 2 * (|mobileCharge c z 0 - t| / (c n * z n ^ 2)) =
      |mobileCharge c z 0 - t| := mul_div_cancel₀ _ hk.ne'
  rw [h5] at h4
  linarith [le_abs_self (mobileCharge c z 0 - t)]
where
  pow_pos_of_neg_sq {x : ℝ} (hx : x < 0) : 0 < x ^ 2 := by nlinarith

/-- Charge conjugation: reversing all valences is the same as reversing the potential and the
sign of the mobile charge density. -/
theorem mobileCharge_conjugate (c z : ι → ℝ) (φ : ℝ) :
    mobileCharge c (fun i => -z i) φ = -mobileCharge c z (-φ) := by
  unfold mobileCharge
  rw [← Finset.sum_neg_distrib]
  refine Finset.sum_congr rfl fun i _ => ?_
  show c i * (-z i * Real.exp (- -z i * φ)) = -(c i * (z i * Real.exp (-z i * -φ)))
  have e : - -z i * φ = -z i * -φ := by ring
  rw [e]
  ring

/-- With at least one cation and one anion species in the bath, every fixed charge density has
exactly one Donnan potential. -/
theorem existsUnique_donnanPotential {c z : ι → ℝ} (hc : ∀ i, 0 < c i)
    (hpos : ∃ i, 0 < z i) (hneg : ∃ i, z i < 0) (ρ : ℝ) :
    ∃! φ, IsDonnanPotential ρ c z φ := by
  have hcont : Continuous (mobileCharge c z) := by
    unfold mobileCharge
    fun_prop
  -- the cations supply the upper level by charge conjugation
  have hup : ∃ φ, -ρ ≤ mobileCharge c z φ := by
    obtain ⟨p, hp⟩ := hpos
    obtain ⟨φ, hφ⟩ := exists_mobileCharge_le (z := fun i => -z i) hc
      ⟨p, neg_lt_zero.2 hp⟩ ρ
    rw [mobileCharge_conjugate] at hφ
    exact ⟨-φ, by linarith⟩
  obtain ⟨φ, hφ⟩ := mem_range_of_exists_le_of_exists_ge hcont
    (exists_mobileCharge_le hc hneg (-ρ)) hup
  refine ⟨φ, by unfold IsDonnanPotential; linarith, fun ψ hψ => ?_⟩
  obtain ⟨n, hn⟩ := hneg
  apply (mobileCharge_strictAnti hc ⟨n, hn.ne⟩).injective
  unfold IsDonnanPotential at hψ
  linarith

/-- Every fixed charge density has exactly one Donnan potential if and only if the bath
contains both a cation and an anion species. -/
theorem existsUnique_donnanPotential_iff {c z : ι → ℝ} (hc : ∀ i, 0 < c i) :
    (∀ ρ, ∃! φ, IsDonnanPotential ρ c z φ) ↔ (∃ i, 0 < z i) ∧ (∃ i, z i < 0) := by
  refine ⟨fun H => ⟨?_, ?_⟩, fun h ρ => existsUnique_donnanPotential hc h.1 h.2 ρ⟩
  · -- without cations a negative fixed charge cannot be balanced
    by_contra hno
    have hz : ∀ i, z i ≤ 0 := fun i => not_lt.1 fun hi => hno ⟨i, hi⟩
    obtain ⟨φ, hφ, _⟩ := H (-1)
    have h1 : -1 + mobileCharge c z φ = 0 := hφ
    have h2 : mobileCharge c z φ ≤ 0 := Finset.sum_nonpos fun i _ =>
      mul_nonpos_iff.2 (Or.inl ⟨(hc i).le,
        mul_nonpos_iff.2 (Or.inr ⟨hz i, (Real.exp_pos _).le⟩)⟩)
    linarith
  · -- without anions a positive fixed charge cannot be balanced
    by_contra hno
    have hz : ∀ i, 0 ≤ z i := fun i => not_lt.1 fun hi => hno ⟨i, hi⟩
    obtain ⟨φ, hφ, _⟩ := H 1
    have h1 : 1 + mobileCharge c z φ = 0 := hφ
    have h2 : 0 ≤ mobileCharge c z φ := Finset.sum_nonneg fun i _ =>
      mul_nonneg (hc i).le (mul_nonneg (hz i) (Real.exp_pos _).le)
    linarith

/-- In a given bath with a charged species, the larger fixed charge density has the larger
Donnan potential, and conversely. -/
theorem donnanPotential_lt_iff {c z : ι → ℝ} (hc : ∀ i, 0 < c i) (hz : ∃ i, z i ≠ 0)
    {ρ₁ ρ₂ φ₁ φ₂ : ℝ} (h₁ : IsDonnanPotential ρ₁ c z φ₁)
    (h₂ : IsDonnanPotential ρ₂ c z φ₂) : φ₁ < φ₂ ↔ ρ₁ < ρ₂ := by
  have anti := mobileCharge_strictAnti hc hz
  unfold IsDonnanPotential at h₁ h₂
  constructor
  · intro h
    have h3 := anti h
    linarith
  · intro h
    by_contra hno
    have h3 := anti.antitone (not_lt.1 hno)
    linarith

/-- For an electrically neutral bath with a charged species, the Donnan potential is positive
exactly when the fixed charge density is positive. -/
theorem donnanPotential_pos_iff {c z : ι → ℝ} (hc : ∀ i, 0 < c i) (hz : ∃ i, z i ≠ 0)
    (hbath : ∑ i, c i * z i = 0) {ρ φ : ℝ} (h : IsDonnanPotential ρ c z φ) :
    0 < φ ↔ 0 < ρ := by
  have h0 : IsDonnanPotential 0 c z 0 := by
    simp [IsDonnanPotential, mobileCharge, hbath]
  exact donnanPotential_lt_iff hc hz h0 h

/-- For a symmetric `z:z` salt of concentration `c`, the Donnan potential is
`arsinh (ρ / (2 c z)) / z`. -/
theorem donnanPotential_symmetric_salt {c z : ℝ} (hc : 0 < c) (hz : 0 < z) (ρ φ : ℝ) :
    IsDonnanPotential ρ ![c, c] ![z, -z] φ ↔ φ = Real.arsinh (ρ / (2 * c * z)) / z := by
  -- the two Boltzmann factors combine into a hyperbolic sine
  have hM : mobileCharge ![c, c] ![z, -z] φ = -(2 * c * z * Real.sinh (z * φ)) := by
    unfold mobileCharge
    rw [Fin.sum_univ_two, Real.sinh_eq]
    show c * (z * Real.exp (-z * φ)) + c * (-z * Real.exp (- -z * φ)) = _
    have e1 : -z * φ = -(z * φ) := by ring
    have e2 : - -z * φ = z * φ := by ring
    rw [e2, e1]
    ring
  have hk : 2 * c * z ≠ 0 := by positivity
  unfold IsDonnanPotential
  rw [hM]
  constructor
  · intro h
    have hs : Real.sinh (z * φ) = ρ / (2 * c * z) := by
      rw [eq_div_iff hk]
      linarith
    rw [← hs, Real.arsinh_sinh, eq_div_iff hz.ne']
    ring
  · intro h
    have hs : z * φ = Real.arsinh (ρ / (2 * c * z)) := by
      rw [eq_div_iff hz.ne'] at h
      linarith
    have hr : ρ / (2 * c * z) * (2 * c * z) = ρ := div_mul_cancel₀ _ hk
    rw [hs, Real.sinh_arsinh]
    linarith

end

end DonnanPotential
```

```lean
#print axioms DonnanPotential.existsUnique_donnanPotential_iff
#print axioms DonnanPotential.donnanPotential_pos_iff
#print axioms DonnanPotential.donnanPotential_symmetric_salt
```

```
'DonnanPotential.existsUnique_donnanPotential_iff' depends on axioms: [propext, Classical.choice, Quot.sound]
'DonnanPotential.donnanPotential_pos_iff' depends on axioms: [propext, Classical.choice, Quot.sound]
'DonnanPotential.donnanPotential_symmetric_salt' depends on axioms: [propext, Classical.choice, Quot.sound]
```

## How the proof follows the derivation

`ion_charge_lt` treats the two signs of z separately, and `ion_charge_le` adds the uncharged case. `mobileCharge_strictAnti` combines them through `Finset.sum_lt_sum`, which needs one strict inequality among weak ones.

In `exists_mobileCharge_le`, the step `key` is the linear bound. `Finset.single_le_sum` compares the anion's decrease with the total decrease, and `Real.add_one_le_exp` supplies the exponential inequality.

The existence proof obtains its upper level from `mobileCharge_conjugate` and applies the intermediate value theorem as `mem_range_of_exists_le_of_exists_ge`. Uniqueness is the injectivity of a strictly decreasing function. The converse tests ρ = −1 and ρ = 1.

`donnanPotential_lt_iff` reads the order of the charges from the monotonicity, and `donnanPotential_pos_iff` compares with the solution φ = 0 at ρ = 0. For the salt, `hM` is the hyperbolic sine identity, which `Real.arsinh` then inverts.
